# A Continuous, Periodic Two-Band Hamiltonian with Glide Symmetry Has a Band Contact

Take a chain with two equivalent sites, A and B, in each unit cell. A glide, half a lattice translation combined with a reflection, carries A to the B site of the same cell, and B to the A site of the next. Can a periodic potential or a choice of hoppings that respects the glide open a gap between the two bands?

Set the lattice constant to 1 and use Bloch sums whose phases depend only on the cell index. With one spinless orbital per site, the glide at crystal momentum $k$ is

$$G(k)=\begin{pmatrix}0&e^{-ik}\\1&0\end{pmatrix},\qquad G(k)^2=e^{-ik}\,\mathbb 1 .$$

Its square is a translation by one full cell. Let $H(k)$ be a $2\times2$ Bloch Hamiltonian that is continuous, $2\pi$-periodic and Hermitian, and that commutes with $G(k)$ for every real $k$. Then every window $[k_0,k_0+2\pi)$ contains a $k$ at which $H(k)=E\,\mathbb 1$ with $E$ real, so the bands touch there. In this non-interacting model with a single momentum parameter, filling one of the two bands therefore never gives a band insulator.

## A splitting that changes sign across the zone

Number rows and columns 0 and 1. The two products are

$$HG=\begin{pmatrix}H_{01}&e^{-ik}H_{00}\\H_{11}&e^{-ik}H_{10}\end{pmatrix},\qquad
GH=\begin{pmatrix}e^{-ik}H_{10}&e^{-ik}H_{11}\\H_{00}&H_{01}\end{pmatrix}.$$

Commutation thus means $H_{11}=H_{00}$ and $H_{01}=e^{-ik}H_{10}$. Hermiticity makes $a=H_{00}$ real and gives $H_{01}=\overline{H_{10}}$. Define $r=e^{-ik/2}H_{10}$. Then

$$\bar r=e^{ik/2}H_{01}=e^{ik/2}e^{-ik}H_{10}=r,$$

so $r$ is real and

$$H(k)=\begin{pmatrix}a&r\,e^{-ik/2}\\r\,e^{ik/2}&a\end{pmatrix}.$$

Conversely, any real $a$ and $r$ give a Hermitian matrix that satisfies both commutation conditions.

For $s=\pm1$, the normalised vector $v_s=(e^{-ik/2},s)/\sqrt2$ is a joint eigenvector. Since $s^2=1$,

$$G v_s=\tfrac1{\sqrt2}(s e^{-ik},e^{-ik/2})=s e^{-ik/2}v_s,$$
$$H v_s=\tfrac1{\sqrt2}\big((a+sr)e^{-ik/2},\,r+as\big)=(a+sr)\,v_s .$$

The energies are $a\pm r$ and the gap is $2|r|$. The matrix is scalar exactly when $r=0$, because its off-diagonal entries are $r$ times a nonzero phase.

Now advance $k$ by $2\pi$. The entry $H_{10}$ returns to its value, but $e^{-ik/2}$ changes sign, so

$$r(k+2\pi)=-r(k).$$

The two glide sectors have changed places. Since $r$ is continuous and takes opposite values at the ends of $[k_0,k_0+2\pi]$, the intermediate value theorem gives a zero. If that zero is the right end, then $r(k_0)=-r(k_0+2\pi)=0$, and the left end serves as well.

The same sign count gives a neighbouring result: if $r$ is differentiable and all its zeros are simple, each half-open window of length $2\pi$ contains an odd number of contacts. In the limiting case of isolated sites, $H$ does not depend on $k$. The condition $H_{01}=e^{-ik}H_{10}$ for all $k$ then forces $H_{10}=0$, and two flat bands coincide everywhere.

## The glide and the Hamiltonian as Lean objects

```lean
import Mathlib

open Matrix
open scoped Real

namespace GlideBandSticking

noncomputable section
```

Momentum is a real number and Hamiltonians are functions from `ℝ` to complex $2\times2$ matrices. A single function supplies all the phases.

```lean
/-- The phase factor `e^{ix}`. -/
def phase (x : ℝ) : ℂ := Complex.exp (x * Complex.I)
```

With it, the glide matrix is written out entry by entry.

```lean
/-- The glide matrix at crystal momentum `k`. -/
def glide (k : ℝ) : Matrix (Fin 2) (Fin 2) ℂ := !![0, phase (-k); 1, 0]
```

The physical assumptions are collected in one structure.

```lean
/-- A continuous, `2π`-periodic, Hermitian two-band Hamiltonian that commutes with the glide
at every crystal momentum. -/
structure IsGlideHamiltonian (H : ℝ → Matrix (Fin 2) (Fin 2) ℂ) : Prop where
  cont : Continuous H
  periodic : ∀ k, H (k + 2 * π) = H k
  hermitian : ∀ k, (H k).IsHermitian
  commutes : ∀ k, H k * glide k = glide k * H k
```

The field `periodic` expresses the choice of Bloch sums made above, and `commutes` states the glide symmetry at each momentum. The matrix $G(k)$ is postulated; it is not derived from a crystal potential. The model has exactly two bands, and in a higher-dimensional crystal it describes a line in momentum space along which the glide keeps this form.

The next two definitions name the normal form and its off-diagonal parameter.

```lean
/-- The two-band matrix with mean energy `a` and glide splitting `r` at momentum `k`. -/
def glideForm (a r k : ℝ) : Matrix (Fin 2) (Fin 2) ℂ :=
  !![(a : ℂ), r * phase (-(k / 2)); r * phase (k / 2), (a : ℂ)]

/-- The glide splitting of a matrix `M` at momentum `k`: the real part of
`e^{-ik/2}` times its lower left entry. -/
def splitting (M : Matrix (Fin 2) (Fin 2) ℂ) (k : ℝ) : ℝ :=
  (phase (-(k / 2)) * M 1 0).re
```

The function `splitting` takes a real part, so it is defined for every matrix. For a symmetric Hamiltonian it equals $r$, which is signed and is half the energy difference between the $s=+1$ and $s=-1$ states.

## From symmetry to two real parameters

Two facts about phases carry the algebra: angles add under multiplication, and the opposite angle gives both the conjugate and the inverse.

```lean
/-- Phases multiply when their angles add. -/
theorem phase_add (x y : ℝ) : phase (x + y) = phase x * phase y := by
  simp only [phase]
  rw [← Complex.exp_add]
  congr 1
  push_cast
  ring

/-- The phase of the opposite angle is both the complex conjugate and the inverse. -/
theorem phase_conj (x : ℝ) :
    starRingEnd ℂ (phase x) = phase (-x) ∧ phase x * phase (-x) = 1 := by
  constructor
  · simp only [phase]
    rw [← Complex.exp_conj]
    simp
  · rw [← phase_add]
    simp [phase]
```

The next theorem is the reduction of $H(k)$ to $a$ and $r$ at one fixed momentum.

```lean
/-- A Hermitian matrix that commutes with the glide is fixed by two real numbers, its mean
energy and its glide splitting. -/
theorem eq_glideForm {M : Matrix (Fin 2) (Fin 2) ℂ} {k : ℝ} (hM : M.IsHermitian)
    (hc : M * glide k = glide k * M) :
    M = glideForm (M 0 0).re (splitting M k) k := by
  have hg : phase (-k) = phase (-(k / 2)) * phase (-(k / 2)) := by
    rw [← phase_add]; congr 1; ring
  have hpq := (phase_conj (k / 2)).2
  have h00 : M 0 1 = phase (-k) * M 1 0 := by
    simpa [glide, Matrix.mul_apply, Fin.sum_univ_two] using congrFun (congrFun hc 0) 0
  have h10 : M 1 1 = M 0 0 := by
    simpa [glide, Matrix.mul_apply, Fin.sum_univ_two] using congrFun (congrFun hc 1) 0
  have ha : ((M 0 0).re : ℂ) = M 0 0 := Complex.conj_eq_iff_re.1 (hM.apply 0 0)
  -- the off-diagonal entry, stripped of its half-angle phase, is real
  have hr : (splitting M k : ℂ) = phase (-(k / 2)) * M 1 0 := by
    refine Complex.conj_eq_iff_re.1 ?_
    rw [map_mul, (phase_conj _).1, neg_neg,
      show starRingEnd ℂ (M 1 0) = M 0 1 from hM.apply 0 1, h00, hg]
    linear_combination (phase (-(k / 2)) * M 1 0) * hpq
  ext i j
  fin_cases i <;> fin_cases j
  · exact ha.symm
  · change M 0 1 = (splitting M k : ℂ) * phase (-(k / 2))
    rw [hr, h00, hg]
    ring
  · change M 1 0 = (splitting M k : ℂ) * phase (k / 2)
    rw [hr]
    linear_combination (-(M 1 0)) * hpq
  · exact h10.trans ha.symm
```

In the proof, `h00` and `h10` read the two commutation conditions off the matrix equation. The step `hr` is the calculation $\bar r=r$: a complex number equal to its conjugate is equal to its real part. The four entries are then compared, and `linear_combination` supplies the required multiples of $e^{ik/2}e^{-ik/2}=1$.

The converse multiplies out both products and compares their entries.

```lean
/-- Every matrix of the two-parameter form is Hermitian and commutes with the glide. -/
theorem glideForm_symmetric (a r k : ℝ) :
    (glideForm a r k).IsHermitian ∧ glideForm a r k * glide k = glide k * glideForm a r k := by
  have hg : phase (-k) = phase (-(k / 2)) * phase (-(k / 2)) := by
    rw [← phase_add]; congr 1; ring
  have hpq := (phase_conj (k / 2)).2
  constructor
  · refine Matrix.IsHermitian.ext fun i j => ?_
    fin_cases i <;> fin_cases j <;> simp [glideForm, (phase_conj _).1]
  · rw [glideForm, glide, Matrix.mul_fin_two, Matrix.mul_fin_two]
    ext i j
    fin_cases i <;> fin_cases j
    · change (a : ℂ) * 0 + r * phase (-(k / 2)) * 1 = 0 * a + phase (-k) * (r * phase (k / 2))
      linear_combination (-(r * phase (k / 2))) * hg - r * phase (-(k / 2)) * hpq
    · change (a : ℂ) * phase (-k) + r * phase (-(k / 2)) * 0
        = 0 * (r * phase (-(k / 2))) + phase (-k) * a
      ring
    · change (r : ℂ) * phase (k / 2) * 0 + a * 1 = 1 * a + 0 * (r * phase (k / 2))
      ring
    · change (r : ℂ) * phase (k / 2) * phase (-k) + a * 0
        = 1 * (r * phase (-(k / 2))) + 0 * a
      linear_combination (r * phase (k / 2)) * hg + r * phase (-(k / 2)) * hpq
```

The joint eigenvectors appear without the factor $1/\sqrt2$, which does not affect the eigenvalue equations. The hypothesis `hs` restricts the real number $s$ to $\pm1$.

```lean
/-- For each sign `s` the vector `(e^{-ik/2}, s)` has glide eigenvalue `s e^{-ik/2}` and
energy `a + s r`. -/
theorem glide_sectors (a r k s : ℝ) (hs : s ^ 2 = 1) :
    glide k *ᵥ ![phase (-(k / 2)), (s : ℂ)]
        = ((s : ℂ) * phase (-(k / 2))) • ![phase (-(k / 2)), (s : ℂ)] ∧
      glideForm a r k *ᵥ ![phase (-(k / 2)), (s : ℂ)]
        = ((a : ℂ) + s * r) • ![phase (-(k / 2)), (s : ℂ)] := by
  have hg : phase (-k) = phase (-(k / 2)) * phase (-(k / 2)) := by
    rw [← phase_add]; congr 1; ring
  have hpq := (phase_conj (k / 2)).2
  have hs' : (s : ℂ) ^ 2 = 1 := by exact_mod_cast hs
  have mv : ∀ (M : Matrix (Fin 2) (Fin 2) ℂ) (x y : ℂ),
      M *ᵥ ![x, y] = ![M 0 0 * x + M 0 1 * y, M 1 0 * x + M 1 1 * y] := by
    intro M x y
    ext i
    fin_cases i <;> simp [Matrix.mulVec, dotProduct, Fin.sum_univ_two]
  constructor
  · rw [mv]
    ext i
    fin_cases i
    · change 0 * phase (-(k / 2)) + phase (-k) * s = s * phase (-(k / 2)) * phase (-(k / 2))
      linear_combination (s : ℂ) * hg
    · change 1 * phase (-(k / 2)) + 0 * (s : ℂ) = s * phase (-(k / 2)) * s
      linear_combination (-phase (-(k / 2))) * hs'
  · rw [mv]
    ext i
    fin_cases i
    · change (a : ℂ) * phase (-(k / 2)) + r * phase (-(k / 2)) * s
        = (a + s * r) * phase (-(k / 2))
      ring
    · change (r : ℂ) * phase (k / 2) * phase (-(k / 2)) + a * s = (a + s * r) * s
      linear_combination (r : ℂ) * hpq - (r : ℂ) * hs'
```

The auxiliary statement `mv` writes out a matrix acting on a two-component vector; the remaining equalities are the component calculations given above. This theorem identifies the energies, but the contact proof does not need it.

The criterion for a contact comes next.

```lean
/-- A matrix of the two-parameter form is a real multiple of the identity exactly when its
glide splitting vanishes. -/
theorem scalar_iff (a r k : ℝ) :
    (∃ E : ℝ, glideForm a r k = (E : ℂ) • 1) ↔ r = 0 := by
  constructor
  · rintro ⟨E, h⟩
    have h10 : (r : ℂ) * phase (k / 2) = 0 := by
      simpa [glideForm] using congrFun (congrFun h 1) 0
    rcases mul_eq_zero.1 h10 with h | h
    · exact_mod_cast h
    · exact absurd h (Complex.exp_ne_zero _)
  · rintro rfl
    exact ⟨a, by ext i j; fin_cases i <;> fin_cases j <;> simp [glideForm]⟩
```

From left to right, the lower left entry gives $r e^{ik/2}=0$, and the exponential is never zero. From right to left, the energy is $a$.

## The forced zero

The sign change is stated for a fixed matrix `M`, so that it concerns only the half-angle phase.

```lean
/-- The half-angle phases and hence the glide splitting of a fixed matrix change sign when the
momentum advances by `2π`. -/
theorem sign_change (M : Matrix (Fin 2) (Fin 2) ℂ) (k : ℝ) :
    phase ((k + 2 * π) / 2) = -phase (k / 2) ∧
      phase (-((k + 2 * π) / 2)) = -phase (-(k / 2)) ∧
      splitting M (k + 2 * π) = -splitting M k := by
  have hp : phase π = -1 := Complex.exp_pi_mul_I
  have h1 : phase ((k + 2 * π) / 2) = -phase (k / 2) := by
    rw [show (k + 2 * π) / 2 = k / 2 + π by ring, phase_add, hp]
    ring
  have h2 : phase (-((k + 2 * π) / 2)) = -phase (-(k / 2)) := by
    rw [← (phase_conj _).1, h1, map_neg, (phase_conj _).1]
  refine ⟨h1, h2, ?_⟩
  rw [splitting, splitting, h2, neg_mul, Complex.neg_re]
```

It follows from $e^{i\pi}=-1$. Periodicity of the Hamiltonian enters only in the main theorem.

```lean
/-- In every window `[k₀, k₀ + 2π)` a continuous, `2π`-periodic, Hermitian two-band Hamiltonian that
commutes with the glide at every momentum is somewhere a real multiple of the identity. -/
theorem band_sticking {H : ℝ → Matrix (Fin 2) (Fin 2) ℂ} (h : IsGlideHamiltonian H) (k₀ : ℝ) :
    ∃ k ∈ Set.Ico k₀ (k₀ + 2 * π), ∃ E : ℝ, H k = (E : ℂ) • 1 := by
  have touch : ∀ k, splitting (H k) k = 0 → ∃ E : ℝ, H k = (E : ℂ) • 1 := by
    intro k hk
    obtain ⟨E, hE⟩ := (scalar_iff (H k 0 0).re (splitting (H k) k) k).2 hk
    exact ⟨E, (eq_glideForm (h.hermitian k) (h.commutes k)).trans hE⟩
  have hphase : Continuous fun k : ℝ => phase (-(k / 2)) := by
    unfold phase
    fun_prop
  have hf : Continuous fun k => splitting (H k) k :=
    Complex.continuous_re.comp (hphase.mul (h.cont.matrix_elem 1 0))
  have hanti : splitting (H (k₀ + 2 * π)) (k₀ + 2 * π) = -splitting (H k₀) k₀ := by
    rw [h.periodic, (sign_change (H k₀) k₀).2.2]
  have hpi := Real.pi_pos
  -- the splitting has opposite values at the two ends of the window
  have hzero : (0 : ℝ) ∈ Set.uIcc (splitting (H k₀) k₀)
      (splitting (H (k₀ + 2 * π)) (k₀ + 2 * π)) := by
    rw [hanti, Set.mem_uIcc]
    rcases le_total (splitting (H k₀) k₀) 0 with h0 | h0
    · exact Or.inl ⟨h0, by linarith⟩
    · exact Or.inr ⟨by linarith, h0⟩
  obtain ⟨k, hk, hk0⟩ := intermediate_value_uIcc hf.continuousOn hzero
  rw [Set.uIcc_of_le (by linarith)] at hk
  rcases lt_or_eq_of_le hk.2 with hlt | heq
  · exact ⟨k, ⟨hk.1, hlt⟩, touch k hk0⟩
  · -- a zero at the right end is also a zero at the left end
    refine ⟨k₀, ⟨le_refl _, by linarith⟩, touch k₀ ?_⟩
    have hk1 : splitting (H k) k = 0 := hk0
    rw [heq, hanti] at hk1
    linarith
```

In words: for every Hamiltonian satisfying the four conditions and every real $k_0$, there are a momentum $k$ with $k_0\le k<k_0+2\pi$ and a real energy $E$ such that $H(k)=E\,\mathbb 1$. Taking `k₀` to be 0 gives a contact in $[0,2\pi)$, hence in $[0,2\pi]$.

The proof follows the derivation. The step `touch` turns a zero of the splitting into a scalar matrix, `hf` establishes continuity, and `hanti` combines periodicity with the sign change. The step `hzero` places 0 between the two end values, whichever of them is larger, and `intermediate_value_uIcc` produces the zero. The final case distinction moves a zero from the right end to the left.

## A movable contact and a gapped Hamiltonian of period $4\pi$

The term band sticking is often used for degeneracies pinned to the zone boundary, where further symmetries fix their position. The glide alone leaves the position free, as an explicit family shows.

```lean
/-- For any chosen `k₀`, the Hamiltonian with mean energy `0` and splitting `sin((k - k₀)/2)`
satisfies `IsGlideHamiltonian` and is a real multiple of the identity exactly at `k₀` and its
translates by integer multiples of `2π`. -/
theorem band_sticking_witness (k₀ : ℝ) :
    IsGlideHamiltonian (fun k => glideForm 0 (Real.sin ((k - k₀) / 2)) k) ∧
      ∀ k, (∃ E : ℝ, glideForm 0 (Real.sin ((k - k₀) / 2)) k = (E : ℂ) • 1) ↔
        ∃ n : ℤ, k = k₀ + 2 * π * n := by
  refine ⟨⟨?_, ?_, fun k => (glideForm_symmetric _ _ k).1,
    fun k => (glideForm_symmetric _ _ k).2⟩, ?_⟩
  · refine continuous_matrix fun i j => ?_
    fin_cases i <;> fin_cases j <;> simp [glideForm, phase] <;> fun_prop
  · intro k
    have h3 : Real.sin ((k + 2 * π - k₀) / 2) = -Real.sin ((k - k₀) / 2) := by
      rw [show (k + 2 * π - k₀) / 2 = (k - k₀) / 2 + π by ring, Real.sin_add_pi]
    simp only [glideForm, (sign_change 0 k).1, (sign_change 0 k).2.1, h3,
      Complex.ofReal_neg, neg_mul_neg]
  · intro k
    rw [scalar_iff, Real.sin_eq_zero_iff]
    constructor
    · rintro ⟨n, hn⟩
      exact ⟨n, by linarith⟩
    · rintro ⟨n, hn⟩
      exact ⟨n, by linarith⟩
```

Here $a=0$ and $r(k)=\sin\big((k-k_0)/2\big)$. Both the sine and the half-angle phases change sign under $k\to k+2\pi$, so their products are periodic. The zeros of the sine are exactly $k_0+2\pi n$ with $n$ an integer, so the contact can be placed at any chosen momentum. In this family the hoppings are complex unless $k_0$ is an odd multiple of $\pi$. Real hoppings give $r(-k)=r(k)$ in any glide-symmetric chain of this kind, and the sign change then forces a contact at $k=\pi$. For $k_0=\pi$ the upper right entry is $-\tfrac12(1+e^{-ik})$: this is the uniform nearest-neighbour chain with hopping $-\tfrac12$, described with a doubled cell.

The last theorem shows what the period $2\pi$ contributes.

```lean
/-- The Hamiltonian with mean energy `0` and constant splitting `1` is continuous, `4π`-periodic,
Hermitian and glide-symmetric, yet it is nowhere a real multiple of the identity. -/
theorem four_pi_periodic_gapped :
    Continuous (glideForm 0 1) ∧ (∀ k, glideForm 0 1 (k + 4 * π) = glideForm 0 1 k) ∧
      (∀ k, (glideForm 0 1 k).IsHermitian ∧
        glideForm 0 1 k * glide k = glide k * glideForm 0 1 k) ∧
      ∀ k, ¬ ∃ E : ℝ, glideForm 0 1 k = (E : ℂ) • 1 := by
  refine ⟨?_, ?_, glideForm_symmetric 0 1, fun k hk => one_ne_zero ((scalar_iff 0 1 k).1 hk)⟩
  · refine continuous_matrix fun i j => ?_
    fin_cases i <;> fin_cases j <;> simp [glideForm, phase] <;> fun_prop
  · intro k
    -- two successive sign changes cancel
    rw [show k + 4 * π = k + 2 * π + 2 * π by ring]
    simp only [glideForm, (sign_change 0 (k + 2 * π)).1, (sign_change 0 (k + 2 * π)).2.1,
      (sign_change 0 k).1, (sign_change 0 k).2.1, neg_neg]

end

end GlideBandSticking
```

With $a=0$ and $r=1$ the energies are $\pm1$ at every $k$, and the gap never closes. The matrix is continuous, Hermitian and glide-symmetric, but its off-diagonal entries $e^{\mp ik/2}$ return to their values only after $4\pi$, when two sign changes have cancelled. Continuity, Hermiticity and glide symmetry alone therefore do not force a contact. The example is a mathematical test of the periodicity hypothesis, not a model of a chain: with the Bloch sums used here, the Bloch Hamiltonian of a chain always has period $2\pi$.

```lean
#print axioms GlideBandSticking.glide_sectors
-- 'GlideBandSticking.glide_sectors' depends on axioms: [propext, Classical.choice, Quot.sound]
#print axioms GlideBandSticking.band_sticking
-- 'GlideBandSticking.band_sticking' depends on axioms: [propext, Classical.choice, Quot.sound]
#print axioms GlideBandSticking.four_pi_periodic_gapped
-- 'GlideBandSticking.four_pi_periodic_gapped' depends on axioms: [propext, Classical.choice, Quot.sound]
```
